# An exponentially decaying upper bound on the Bloch–Grüneisen kernel

The Bloch–Grüneisen kernel, familiar from the theory of phonon-limited resistivity in metals, is here the function x⁵ / ((eˣ − 1)(1 − e⁻ˣ)), where x is the phonon energy in units of the thermal energy. The theorem `kernel_le_tail` states that for every real x > 0 this kernel is at most e⁻ˣ x³(1 + x)². It is a pointwise bound on the kernel and says nothing about its integral or the resistivity itself. The proof first derives x ≤ (1 + x)(1 − e⁻ˣ) from 1 + x ≤ eˣ, then clears the positive denominator, squares that inequality and multiplies it by x³, and finishes with the identity eˣe⁻ˣ = 1.

The first attempt, which Lean rejects:

```lean
import Mathlib

open Filter Topology Set MeasureTheory

namespace KernelLeTail

noncomputable section

/-- The Bloch-Grueneisen kernel `x^5 / ((exp x - 1) (1 - exp (-x)))`, meant for `x > 0`,
where `x` is the phonon energy in units of the thermal energy. -/
def kernel (x : ℝ) : ℝ := x ^ 5 / ((Real.exp x - 1) * (1 - Real.exp (-x)))

/-- For `x > 0` the kernel is at most `exp (-x) x^3 (1 + x)^2`. -/
theorem kernel_le_tail {x : ℝ} (hx : 0 < x) :
    kernel x ≤ Real.exp (-x) * (x ^ 3 * (1 + x) ^ 2) := by
  have hE : 0 < Real.exp x - 1 := by linarith [Real.add_one_lt_exp hx.ne']
  have hF : 0 < 1 - Real.exp (-x) := by
    have : Real.exp (-x) < 1 := Real.exp_lt_one (by linarith)
    linarith
  have hp : Real.exp x * Real.exp (-x) = 1 := by rw [← Real.exp_add]; simp
  have h1 : x ≤ (1 + x) * (1 - Real.exp (-x)) := by
    have := mul_le_mul_of_nonneg_right (Real.add_one_le_exp x) (Real.exp_pos (-x)).le
    linarith
  unfold kernel
  rw [div_le_iff₀ (mul_pos hE hF)]
  calc x ^ 5 = x ^ 3 * x ^ 2 := by ring
    _ ≤ x ^ 3 * ((1 + x) * (1 - Real.exp (-x))) ^ 2 :=
        mul_le_mul_of_nonneg_left (pow_le_pow_left₀ hx.le h1 2) (by positivity)
    _ = _ := by
        linear_combination (-(x ^ 3 * (1 + x) ^ 2 * (1 - Real.exp (-x)))) * hp

end

end KernelLeTail
```

The compiler's answer:

```
Main.lean:18:32: error(lean.unknownIdentifier): Unknown constant `Real.exp_lt_one`
```

The message says that Lean knows no constant called `Real.exp_lt_one`. The proof calls on that name to show e⁻ˣ < 1, which is needed for the second factor of the denominator, 1 − e⁻ˣ, to be positive. The inequality is true for x > 0; what fails is the reference to a lemma by a name that does not exist in the Mathlib being used.

The repair uses `Real.exp_lt_one_iff` instead, an equivalence between the exponential being less than one and its argument being negative. Its `.2` direction turns a proof of −x < 0 into the required e⁻ˣ < 1, and `linarith` supplies that proof from `hx`, the hypothesis that x is positive. Nothing else in the proof changes.

After these edits no error is left:

```diff
@@ -16,5 +16,5 @@
   have hE : 0 < Real.exp x - 1 := by linarith [Real.add_one_lt_exp hx.ne']
   have hF : 0 < 1 - Real.exp (-x) := by
-    have : Real.exp (-x) < 1 := Real.exp_lt_one (by linarith)
+    have : Real.exp (-x) < 1 := Real.exp_lt_one_iff.2 (by linarith)
     linarith
   have hp : Real.exp x * Real.exp (-x) = 1 := by rw [← Real.exp_add]; simp
```
